# Unit Poisson brackets and total degree $d^n$ for the recursion $Q_{n+2}=F(Q_{n+1})-Q_n$

Let $K$ be a field, for instance $\mathbb{R}$ or $\mathbb{C}$, and let $F\in K[x]$ have degree $d$. Observables are polynomials in two variables $q,p$, with the bracket

$$\{f,g\}=\partial_q f\,\partial_p g-\partial_p f\,\partial_q g .$$

Define $Q_0=q$, $Q_1=p$ and $Q_{n+2}=F(Q_{n+1})-Q_n$. The corresponding time step on phase space is $(a,b)\mapsto(b,\,F(b)-a)$. Total degree means the largest sum of exponents in any monomial, so $q^2p$ has total degree 3.

For every $n\ge 0$,

$$\{Q_n,Q_{n+1}\}=1,\qquad\text{and, if } d\ge 1,\qquad \deg Q_{n+1}=d^{\,n}.$$

The bracket identity needs no condition on $d$. For $d\ge2$ the map stays canonical at every step while its expression in the initial data grows exponentially in degree.

## The Verlet recursion for positions with a polynomial force

For one particle of mass $m$ on a line, with force $f$ and time step $h$, the position form of the Verlet integrator is

$$x_{n+2}=2x_{n+1}-x_n+\tfrac{h^2}{m}f(x_{n+1}).$$

This is the recursion above with $F(x)=2x+\tfrac{h^2}{m}f(x)$, provided that $f$ is a polynomial. Here $p$ stands for the second stored position $x_1$, not for the mechanical momentum. With the usual first step $x_1=x_0+\tfrac{h}{m}p_0+\tfrac{h^2}{2m}f(x_0)$, where $p_0$ is the initial mechanical momentum, the bracket in the variables $x_0,p_0$ gives $\{x_0,x_1\}=h/m$, so the two brackets differ by a constant factor.

A code relies on the bracket identity when it treats a trajectory of this one-dimensional integrator as the orbit of an area-preserving map. The degree formula matters when a code expands the many-step map in powers of the initial data. With a cubic force, $Q_{11}$ already has total degree $3^{10}=59049$, and a code that truncates such an expansion can lose the unit bracket.

The condition $d\ge1$ excludes a constant $F$. For the harmonic force $f=-m\omega^2x$ one gets $F(x)=(2-h^2\omega^2)x$, which has degree 1 except at $h\omega=\sqrt2$, where $F$ vanishes.

## Derivation

**Bracket.** At the start, $\{q,p\}=1$. The chain rule gives $\{g,F(g)\}=F'(g)\{g,g\}=0$, and therefore

$$\{Q_{n+1},Q_{n+2}\}=\{Q_{n+1},F(Q_{n+1})\}-\{Q_{n+1},Q_n\}=\{Q_n,Q_{n+1}\}.$$

By induction, every such bracket equals 1. No $Q_n$ can then be constant, since a constant has zero bracket with everything.

**Degree of a substitution.** Let $g$ be nonconstant and $F\neq0$. Then $F(g)\ne0$ and $\deg F(g)=\deg F\cdot\deg g$. This is clear when $F$ is a nonzero constant. Otherwise write $F(x)=G(x)\,x+c$ with $\deg G=\deg F-1$, so that $F(g)=G(g)\,g+c$. Over a field, total degrees add under multiplication of nonzero polynomials, so by induction the product has degree $(\deg G+1)\deg g\ge1$. Adding the constant $c$ does not change it.

**Degree of the observables.** Prove together that $\deg Q_{n+1}=d^n$ and $\deg Q_n\le d^n$. For $n=0$ both degrees are 1. In the step, $\deg F(Q_{n+1})=d\cdot d^n=d^{n+1}$.

- If $d\ge2$, this exceeds $d^n\ge\deg Q_n$, so subtracting $Q_n$ cannot cancel the leading part, and $\deg Q_{n+2}=d^{n+1}$.
- If $d=1$, both terms have degree at most 1, and cancellation is conceivable. But $Q_{n+2}$ is nonconstant, so its degree is exactly 1.

The second inequality carries over because $\deg Q_{n+1}=d^n\le d^{n+1}$.

**Iteration and reversal.** Evaluating at $(a,b)$ commutes with substitution into $F$, so $n$ time steps take $(a,b)$ to $(Q_n(a,b),Q_{n+1}(a,b))$. Solving the recursion for the older value gives $Q_m=F(Q_{m+1})-Q_{m+2}$, which is the same rule run backwards. Hence

$$Q_k(Q_{n+1},Q_n)=Q_{n+1-k},\qquad 0\le k\le n+1.$$

The cases $k=0$ and $k=1$ are the two starting values, and the recursion supplies the rest. Taking $k=n+1$ and $k=n$ recovers $q$ and $p$.

## Two steps with $F(x)=x^2$

Here $Q_2=p^2-q$ and $Q_3=(p^2-q)^2-p=p^4-2p^2q+q^2-p$, of degrees 2 and 4. Their bracket is

$$\{Q_2,Q_3\}=(-1)(4p^3-4pq-1)-(2p)(-2p^2+2q)=1 .$$

Starting from $(a,b)=(1,2)$, the sequence is $1,\,2,\,3,\,7$, since $2^2-1=3$ and $3^2-2=7$. Swapping the last two values and running the same rule gives $7,\,3,\,2,\,1$, since $3^2-7=2$ and $2^2-3=1$.

## The Lean file

```lean
import Mathlib

open MvPolynomial

namespace PolynomialCanonicalMaps

variable {K : Type*} [Field K]

/-- The Poisson bracket of two polynomial observables in `q = X 0` and `p = X 1`. -/
noncomputable def poisson (f g : MvPolynomial (Fin 2) K) : MvPolynomial (Fin 2) K :=
  pderiv 0 f * pderiv 1 g - pderiv 1 f * pderiv 0 g

/-- The observables `Q₀ = q`, `Q₁ = p`, `Qₙ₊₂ = F(Qₙ₊₁) - Qₙ`. -/
noncomputable def orbit (F : Polynomial K) : ℕ → MvPolynomial (Fin 2) K
  | 0 => X 0
  | 1 => X 1
  | n + 2 => Polynomial.aeval (orbit F (n + 1)) F - orbit F n

/-- One time step `(a, b) ↦ (b, F(b) - a)` on phase space. -/
def kick (F : Polynomial K) (x : K × K) : K × K :=
  (x.2, F.eval x.2 - x.1)

/-- The discrete equation of motion obeyed by the observables `Qₙ`. -/
theorem orbit_step (F : Polynomial K) (n : ℕ) :
    orbit F (n + 2) = Polynomial.aeval (orbit F (n + 1)) F - orbit F n := by
  rw [orbit]

/-- Evaluated at an initial point `(a, b)`, the pair `(Qₙ, Qₙ₊₁)` is the phase-space point
reached after `n` time steps. -/
theorem kick_iterate (F : Polynomial K) (a b : K) (n : ℕ) :
    (kick F)^[n] (a, b) =
      (eval ![a, b] (orbit F n), eval ![a, b] (orbit F (n + 1))) := by
  -- evaluation at a point commutes with substitution into `F`
  have hcomp : ∀ (G : Polynomial K) (g : MvPolynomial (Fin 2) K),
      eval ![a, b] (Polynomial.aeval g G) = G.eval (eval ![a, b] g) := by
    intro G g
    induction G using Polynomial.induction_on' with
    | add r s hr hs => rw [map_add, map_add, Polynomial.eval_add, hr, hs]
    | monomial k c =>
      rw [Polynomial.aeval_monomial, MvPolynomial.algebraMap_eq, map_mul, map_pow, eval_C,
        Polynomial.eval_monomial]
  induction n with
  | zero => simp [orbit]
  | succ n ih =>
    rw [Function.iterate_succ_apply', ih, orbit_step, map_sub, hcomp]
    rfl

/-- Successive observables form a canonical pair: `{Qₙ, Qₙ₊₁} = 1`. -/
theorem poisson_orbit (F : Polynomial K) (n : ℕ) :
    poisson (orbit F n) (orbit F (n + 1)) = 1 := by
  induction n with
  | zero =>
    have h : pderiv (1 : Fin 2) (X 0 : MvPolynomial (Fin 2) K) = 0 :=
      pderiv_X_of_ne (by decide)
    simp [poisson, orbit, h]
  | succ n ih =>
    -- the term `F(Qₙ₊₁)` has zero bracket with `Qₙ₊₁` by the chain rule
    rw [orbit_step, ← ih]
    simp only [poisson, map_sub, Derivation.map_aeval, smul_eq_mul]
    ring

/-- Every observable `Qₙ` is nonconstant. -/
theorem orbit_nonconstant (F : Polynomial K) (n : ℕ) :
    1 ≤ (orbit F n).totalDegree := by
  by_contra h
  have h0 : (orbit F n).totalDegree = 0 := by omega
  obtain ⟨a, ha⟩ : ∃ a, orbit F n = C a := ⟨_, totalDegree_eq_zero_iff_eq_C.mp h0⟩
  -- a constant has vanishing bracket with everything
  have hb := poisson_orbit F n
  rw [poisson, ha] at hb
  simp at hb

/-- Substituting a nonconstant observable `g` into a nonzero polynomial `F` gives a nonzero
observable whose total degree is the product of the two degrees. -/
theorem totalDegree_comp (F : Polynomial K) (hF : F ≠ 0) (g : MvPolynomial (Fin 2) K)
    (hg : 1 ≤ g.totalDegree) :
    Polynomial.aeval g F ≠ 0 ∧
      (Polynomial.aeval g F).totalDegree = F.natDegree * g.totalDegree := by
  induction hn : F.natDegree generalizing F with
  | zero =>
    obtain ⟨a, rfl⟩ : ∃ a, F = Polynomial.C a :=
      ⟨_, Polynomial.eq_C_of_natDegree_eq_zero hn⟩
    have ha : a ≠ 0 := by
      rintro rfl
      simp at hF
    rw [Polynomial.aeval_C, MvPolynomial.algebraMap_eq]
    exact ⟨by simpa using ha, by simp⟩
  | succ n ih =>
    -- split off the constant term of `F`
    have hsplit := Polynomial.divX_mul_X_add F
    have hdiv : F.divX ≠ 0 := by
      intro h
      rw [h, zero_mul, zero_add] at hsplit
      rw [← hsplit, Polynomial.natDegree_C] at hn
      omega
    have hdeg : F.divX.natDegree = F.natDegree - 1 := by
      rw [Polynomial.natDegree_divX_eq_natDegree_tsub_one]
    obtain ⟨h0, h1⟩ := ih F.divX hdiv (by omega)
    have hg0 : g ≠ 0 := by
      rintro rfl
      simp at hg
    have heq : Polynomial.aeval g F = Polynomial.aeval g F.divX * g + C (F.coeff 0) := by
      conv_lhs => rw [← hsplit]
      rw [map_add, map_mul, Polynomial.aeval_X, Polynomial.aeval_C,
        MvPolynomial.algebraMap_eq]
    have hm : (Polynomial.aeval g F.divX * g).totalDegree = (n + 1) * g.totalDegree := by
      rw [totalDegree_mul_of_isDomain h0 hg0, h1]
      ring
    have hpos : 0 < (n + 1) * g.totalDegree := Nat.mul_pos (Nat.succ_pos n) hg
    have hfin : (Polynomial.aeval g F).totalDegree = (n + 1) * g.totalDegree := by
      rw [heq, totalDegree_add_eq_left_of_totalDegree_lt, hm]
      rw [hm, totalDegree_C]
      exact hpos
    refine ⟨fun h => ?_, hfin⟩
    rw [h, totalDegree_zero] at hfin
    exact absurd hfin hpos.ne

/-- For `F` of degree `d ≥ 1`, the observables satisfy `{Qₙ, Qₙ₊₁} = 1` for all `n`, while
`Qₙ₊₁` has total degree exactly `d ^ n`. -/
theorem canonical_with_exponential_degree (F : Polynomial K) (hd : 1 ≤ F.natDegree) (n : ℕ) :
    poisson (orbit F n) (orbit F (n + 1)) = 1 ∧
      (orbit F (n + 1)).totalDegree = F.natDegree ^ n := by
  refine ⟨poisson_orbit F n, ?_⟩
  have hF : F ≠ 0 := by
    rintro rfl
    simp at hd
  have key : (orbit F (n + 1)).totalDegree = F.natDegree ^ n ∧
      (orbit F n).totalDegree ≤ F.natDegree ^ n := by
    induction n with
    | zero => simp [orbit]
    | succ n ih =>
      have hc := (totalDegree_comp F hF (orbit F (n + 1)) (orbit_nonconstant F (n + 1))).2
      rw [ih.1] at hc
      refine ⟨?_, by rw [ih.1]; exact Nat.pow_le_pow_right hd (Nat.le_succ n)⟩
      show (orbit F (n + 2)).totalDegree = F.natDegree ^ (n + 1)
      have ih2 := ih.2
      rcases hd.eq_or_lt with h1 | h2
      · -- `F` of degree one: `Qₙ₊₂` has degree at most one and is not constant
        have hlow := orbit_nonconstant F (n + 2)
        have hup := totalDegree_sub (Polynomial.aeval (orbit F (n + 1)) F) (orbit F n)
        rw [← orbit_step, hc, ← h1, one_pow, one_mul] at hup
        rw [← h1, one_pow] at ih2 ⊢
        omega
      · -- `F` of degree at least two: `F(Qₙ₊₁)` has higher degree than `Qₙ`
        have hp : 0 < F.natDegree ^ n := Nat.pow_pos (by omega)
        rw [orbit_step, sub_eq_add_neg, totalDegree_add_eq_left_of_totalDegree_lt, hc, pow_succ']
        rw [totalDegree_neg, hc]
        nlinarith
  exact key.1

/-- Time reversal: substituting `(Qₙ₊₁, Qₙ)` for `(q, p)` in `Qₖ` gives `Qₘ` whenever
`m + k = n + 1`. -/
theorem time_reversal (F : Polynomial K) (n : ℕ) : ∀ k m : ℕ, m + k = n + 1 →
    aeval ![orbit F (n + 1), orbit F n] (orbit F k) = orbit F m
  | 0, m, h => by
    have hm : m = n + 1 := by omega
    have h0 : orbit F 0 = X 0 := by rw [orbit]
    rw [hm, h0]
    simp
  | 1, m, h => by
    have hm : m = n := by omega
    have h1 : orbit F 1 = X 1 := by rw [orbit]
    rw [hm, h1]
    simp
  | k + 2, m, h => by
    -- the equation of motion is symmetric under exchange of past and future
    rw [orbit_step F k, map_sub, ← Polynomial.aeval_algHom_apply,
      time_reversal F n (k + 1) (m + 1) (by omega),
      time_reversal F n k (m + 2) (by omega), orbit_step F m]
    ring

end PolynomialCanonicalMaps
```

```lean
#print axioms PolynomialCanonicalMaps.kick_iterate
#print axioms PolynomialCanonicalMaps.totalDegree_comp
#print axioms PolynomialCanonicalMaps.canonical_with_exponential_degree
```

```
'PolynomialCanonicalMaps.kick_iterate' depends on axioms: [propext, Classical.choice, Quot.sound]
'PolynomialCanonicalMaps.totalDegree_comp' depends on axioms: [propext, Classical.choice, Quot.sound]
'PolynomialCanonicalMaps.canonical_with_exponential_degree' depends on axioms: [propext, Classical.choice, Quot.sound]
```

## How the Lean statements map to the integrator

An observable is an element of `MvPolynomial (Fin 2) K`, with `X 0` for $q$ and `X 1` for $p$. The definition `poisson` fixes the sign convention $\{q,p\}=+1$ and uses the formal derivatives `pderiv`, so no limits are involved and $K$ may be any field. `orbit F n` is $Q_n$, and `Polynomial.aeval g F` is the substitution $F(g)$. `kick F` acts on pairs of numbers rather than on polynomials.

The main theorem, `canonical_with_exponential_degree`, says that for every `n`, if `1 ≤ F.natDegree`, then the bracket of $Q_n$ and $Q_{n+1}$ is 1 and $Q_{n+1}$ has total degree `F.natDegree ^ n`. Equivalently, $Q_n$ has total degree $d^{n-1}$ for $n\ge1$. The theorems `poisson_orbit`, `kick_iterate` and `time_reversal` carry no degree hypothesis.

The proofs follow the derivation:

- `poisson_orbit` replaces the target 1 by the previous bracket, applies the chain rule through `Derivation.map_aeval`, and lets `ring` check the remaining identity.
- `orbit_nonconstant` assumes degree zero, writes $Q_n$ as a constant, and contradicts the unit bracket.
- `totalDegree_comp` inducts on the degree of `F`. The polynomial `F.divX` is the $G$ above, and `totalDegree_mul_of_isDomain` adds the degrees of the two factors.
- The main theorem carries the pair of degree statements as `key` and splits into $d=1$ and $d\ge2$. In the second case `totalDegree_add_eq_left_of_totalDegree_lt` expresses that the term of higher degree wins.
- `kick_iterate` first shows, as `hcomp`, that evaluation commutes with substitution, and then inducts on the number of steps.
- `time_reversal` recurses on `k`, using the two preceding cases. Its condition `m + k = n + 1` avoids subtraction of natural numbers.

## Limits for a production code

The theorems concern one degree of freedom, a polynomial $F$ that is the same at every step, and exact arithmetic. A Lennard-Jones or Coulomb force is not polynomial, and a system of many particles needs more variables than the two used here. In floating point, rounding perturbs both the bracket and the reversal, so a forward-and-back run should be expected to return to its starting point only approximately.

Nothing here bounds the energy error, the distance from the true trajectory or the largest stable time step. A unit bracket is compatible with orbits that escape to infinity: with $F(x)=x^2$, the orbit started at $(1,2)$ continues $46,\,2109,\dots$ Likewise, the degree formula is not by itself a measure of chaos in real orbits. With $F(x)=x^2+2$ the degrees still grow as $2^n$, but at real points $Q_{n+2}-2Q_{n+1}+Q_n=(Q_{n+1}-1)^2+1\ge1$, so every real orbit escapes to infinity.
